# Low-temperature Fermi-level pinning by a frozen negative-U defect that outnumbers the net doping

A defect species has fixed density C and three charge states, +1, 0 and −1. At Fermi level m their energies are a + m, b and c − m. The real numbers a, b, c come from the host and the defect, and m is measured from a fixed reference such as the valence-band edge. The sign convention is the usual one: a positive defect has given an electron to the reservoir and so costs m more. "Frozen" means that C doesn't respond to m or to temperature; only the charge states equilibrate.

The thermal energy kT > 0 is treated as one variable. The Boltzmann weights are

w₊ = exp(−(a + m)/kT), w₀ = exp(−b/kT), w₋ = exp(−(c − m)/kT),

and the mean charge per defect is

⟨q⟩ = (w₊ − w₋)/(w₊ + w₀ + w₋).

A fixed doping charge density D, in units of the elementary charge, stands for ionised donors minus ionised acceptors. Neutrality is the condition

C⟨q⟩ + D = 0.

Free electrons and holes are left out of this balance, and each charge state counts once, without degeneracy factors.

Assume |D| < C, so that the defects can compensate the doping. Then neutrality holds at exactly one m for each kT > 0. If also 2b ≥ a + c, this level tends to (c − a)/2 as kT → 0⁺, whatever the value of D. The strict case 2b > a + c is the negative-U ordering, in which the neutral state is never lowest in energy. The limit is the level at which the two charged states have equal energy.

In defect calculations a, b and c would come from supercell formation energies; within this carrier-free model of a single species, the limits derived below say that, for 0 < |D| < C, the comparison of 2b with a + c decides whether the limit of the Fermi level as kT → 0⁺ depends on the sign of the doping: it does exactly when 2b < a + c.

## Neutrality as a balance of weights

Multiplying the neutrality condition by the positive sum w₊ + w₀ + w₋ gives C(w₊ − w₋) + D(w₊ + w₀ + w₋) = 0, or

(C + D)w₊ + D w₀ = (C − D)w₋. (1)

Both C + D and C − D are positive. The product w₊w₋ = exp(−(a + c)/kT) does not contain m, so multiplying (1) by x = w₊ gives a quadratic:

(C + D)x² + D w₀ x = (C − D) exp(−(a + c)/kT).

Its leading coefficient and right-hand side are positive, so it has a positive root x, and m = −a − kT ln x solves (1). There is no second solution: raising m strictly lowers w₊, strictly raises w₋ and leaves w₀ alone, so the two sides of (1) move apart.

The condition |D| < C has a direct meaning. Since |⟨q⟩| < 1 at every m, defects of density C > 0 cannot balance a doping charge with |D| = C.

## A thermal bound on the distance from (c − a)/2

Let 2b ≥ a + c and first D ≥ 0. If m were below (c − a)/2, then a + m < c − m and w₊ > w₋. The defects would be positive on average and could not balance D ≥ 0. Hence m ≥ (c − a)/2.

Now compare with the weight w* = exp(−(a + c)/(2kT)) at the mean energy of the charged states. Both a + m and b are at least (a + c)/2, so w₊ ≤ w* and w₀ ≤ w*. Equation (1) gives

(C − D)w₋ ≤ (C + 2D)w*.

Because w₋/w* = exp((m − (c − a)/2)/kT), taking logarithms yields

0 ≤ m − (c − a)/2 ≤ kT ln((C + 2D)/(C − D)).

For D ≤ 0, exchange a and c and reverse the signs of D and m. This maps solutions to solutions, so in general

|m − (c − a)/2| ≤ kT ln((C + 2|D|)/(C − |D|)).

The right-hand side vanishes with kT, which proves the limit. The limit does not depend on D, but the size and sign of the deviation at kT > 0 do.

## The opposite ordering

Let 2b ≤ a + c and D > 0. Dropping the first term of (1) gives D w₀ ≤ (C − D)w₋, hence

m − (c − b) ≥ −kT ln((C − D)/D).

For an upper bound, we show (C − D)w₋ ≤ (C + 2D)w₀. If m ≤ c − b, then w₋ ≤ w₀ and the inequality is immediate. If m ≥ c − b, then a + m ≥ a + c − b ≥ b, so w₊ ≤ w₀ and (1) gives it. Therefore

m − (c − b) ≤ kT ln((C + 2D)/(C − D)),

and m → c − b. Reflection gives m → b − a for D < 0.

## Numbers for a half-compensating doping

Take a = 0, b = 1 eV, c = 1 eV, D = C/2 and kT = 0.025 eV. Then 2b > a + c and the predicted limit is 0.5 eV. With y = exp((m − 0.5 eV)/kT), dividing (1) by C w*/2 gives

3/y + e⁻²⁰ = y.

The middle term is negligible, so y ≈ √3 and m ≈ 0.5 + 0.025 × 0.549 ≈ 0.514 eV. The bound allows a shift of 0.025 × ln 4 ≈ 0.035 eV. About a quarter of the defects are positive and three quarters negative, which gives ⟨q⟩ ≈ −1/2 as required. For D = −C/2 the level is about 0.486 eV.

With b = 0.2 eV instead, the ordering is reversed, and the limits are 0.8 eV for D > 0 and 0.2 eV for D < 0.

## Weights, mean charge and neutrality in Lean

```lean
import Mathlib

open Filter Topology

namespace FrozenDefectFermiLevel

noncomputable section
```

All physical quantities are real numbers. The function `boltz` is the unnormalised weight; its arguments are the thermal energy and the state energy.

```lean
/-- Boltzmann weight of a state of energy `E` at thermal energy `kT ≠ 0`. -/
def boltz (kT E : ℝ) : ℝ := Real.exp (-E / kT)
```

The normalised average ⟨q⟩ is `meanCharge`, with the three energies written out as above.

```lean
/-- Mean charge of a defect whose charge states `+1, 0, -1` have energies `a + m, b, c - m`
at Fermi level `m` and thermal energy `kT ≠ 0`. -/
def meanCharge (a b c kT m : ℝ) : ℝ :=
  (boltz kT (a + m) - boltz kT (c - m)) /
    (boltz kT (a + m) + boltz kT b + boltz kT (c - m))
```

Neutrality is a proposition about m, so a Fermi level is a value that satisfies it and not a quantity defined in advance.

```lean
/-- Charge neutrality of a frozen density `C` of defects together with a fixed doping
charge `D`, at thermal energy `kT ≠ 0`. -/
def Neutral (a b c C D kT m : ℝ) : Prop := C * meanCharge a b c kT m + D = 0
```

## Comparing energies through their weights

Two properties of the exponential are needed throughout: positivity and, for kT > 0, strict decrease with energy.

```lean
variable {a b c C D kT m : ℝ}

/-- Boltzmann weights are positive. -/
theorem boltz_pos (kT E : ℝ) : 0 < boltz kT E := Real.exp_pos _

/-- At positive temperature a state of higher energy has a smaller Boltzmann weight. -/
theorem boltz_strictAnti (hT : 0 < kT) : StrictAnti (boltz kT) := by
  intro E E' h
  exact Real.exp_lt_exp.2 (div_lt_div_of_pos_right (neg_lt_neg h) hT)
```

The next lemma is the step of taking logarithms. It writes one weight as the other times exp((E − E′)/kT), cancels the common positive factor, and turns a bound on the ratio into a bound on the energy difference.

```lean
/-- At positive temperature, a bound `v / u` on the ratio of two Boltzmann weights, with
`u, v > 0`, bounds the energy difference by `kT ln (v / u)`. -/
theorem gap_le {u v E E' : ℝ} (hT : 0 < kT) (hu : 0 < u) (hv : 0 < v)
    (h : u * boltz kT E' ≤ v * boltz kT E) : E - E' ≤ kT * Real.log (v / u) := by
  have hr : boltz kT E' = boltz kT E * Real.exp ((E - E') / kT) := by
    unfold boltz
    rw [← Real.exp_add]
    congr 1
    ring
  rw [hr] at h
  have h1 : Real.exp ((E - E') / kT) ≤ v / u := by
    rw [le_div_iff₀ hu]
    refine le_of_mul_le_mul_left ?_ (boltz_pos kT E)
    linarith
  have h2 := (Real.le_log_iff_exp_le (div_pos hv hu)).2 h1
  rw [div_le_iff₀ hT] at h2
  linarith
```

## The balance equation and charge reflection

Equation (1) is `neutral_iff`. The partition sum is nonzero (`hZ`), and `linear_combination` does the clearing of the denominator in both directions.

```lean
/-- Neutrality as a balance of the three Boltzmann weights. -/
theorem neutral_iff : Neutral a b c C D kT m ↔
    (C + D) * boltz kT (a + m) + D * boltz kT b = (C - D) * boltz kT (c - m) := by
  have hZ : boltz kT (a + m) + boltz kT b + boltz kT (c - m) ≠ 0 :=
    (add_pos (add_pos (boltz_pos _ _) (boltz_pos _ _)) (boltz_pos _ _)).ne'
  have h1 : meanCharge a b c kT m * (boltz kT (a + m) + boltz kT b + boltz kT (c - m))
      = boltz kT (a + m) - boltz kT (c - m) := div_mul_cancel₀ _ hZ
  unfold Neutral
  constructor
  · intro h
    linear_combination (boltz kT (a + m) + boltz kT b + boltz kT (c - m)) * h - C * h1
  · intro h
    refine (mul_eq_zero.1 ?_).resolve_right hZ
    linear_combination h + C * h1
```

The reflection a ↔ c, D → −D, m → −m then exchanges the two sides of (1), up to the term in w₀.

```lean
/-- Exchanging the two charged states and reversing the doping charge reverses the
neutral Fermi level. -/
theorem neutral_reflect (h : Neutral a b c C D kT m) : Neutral c b a C (-D) kT (-m) := by
  rw [neutral_iff] at h ⊢
  have h1 : c + -m = c - m := by ring
  have h2 : a - -m = a + m := by ring
  rw [h1, h2]
  linear_combination -h
```

## One neutral level at each temperature

The theorem needs kT > 0 and |D| < C, but no ordering of a, b, c. Inside it, `hroot` constructs the positive root of the quadratic, `hp` converts the root x into a level M, and `hpn` is the identity for w₊w₋. The statement `key` is the monotonicity argument: two neutral levels each bound the other from above, so they are equal.

```lean
/-- At each positive temperature a doping charge smaller in magnitude than the defect
density gives exactly one neutral Fermi level. -/
theorem existsUnique_neutral (a b c : ℝ) (hT : 0 < kT) (hD : |D| < C) :
    ∃! m, Neutral a b c C D kT m := by
  obtain ⟨hD1, hD2⟩ := abs_lt.1 hD
  have hA : 0 < C + D := by linarith
  have hG : 0 < C - D := by linarith
  -- the weight of the positive state is the positive root of a quadratic
  have hroot : ∀ A B G : ℝ, 0 < A → 0 < G → ∃ x : ℝ, 0 < x ∧ A * x ^ 2 + B * x = G := by
    intro A B G hA hG
    obtain ⟨S, hS, hB⟩ : ∃ S : ℝ, S ^ 2 = B ^ 2 + 4 * (A * G) ∧ B < S :=
      ⟨Real.sqrt (B ^ 2 + 4 * (A * G)), Real.sq_sqrt (by positivity),
        Real.lt_sqrt_of_sq_lt (by linarith [mul_pos hA hG])⟩
    have h2 : 0 < 2 * A := by linarith
    have hx : (S - B) / (2 * A) * (2 * A) = S - B := div_mul_cancel₀ _ h2.ne'
    refine ⟨(S - B) / (2 * A), div_pos (by linarith) h2, ?_⟩
    apply mul_left_cancel₀ (show 4 * A ≠ 0 by positivity)
    linear_combination (2 * A * ((S - B) / (2 * A)) + S + B) * hx + hS
  obtain ⟨x, hx, hq⟩ := hroot (C + D) (D * boltz kT b) ((C - D) * boltz kT (a + c)) hA
    (mul_pos hG (boltz_pos _ _))
  obtain ⟨M, hp⟩ : ∃ M, boltz kT (a + M) = x := by
    refine ⟨-a - kT * Real.log x, ?_⟩
    have he : -(a + (-a - kT * Real.log x)) / kT = Real.log x := by
      rw [div_eq_iff hT.ne']
      ring
    rw [boltz, he, Real.exp_log hx]
  have hpn : boltz kT (a + M) * boltz kT (c - M) = boltz kT (a + c) := by
    unfold boltz
    rw [← Real.exp_add]
    congr 1
    ring
  have hM : Neutral a b c C D kT M := by
    rw [neutral_iff, hp]
    rw [hp] at hpn
    apply mul_left_cancel₀ hx.ne'
    linear_combination hq - (C - D) * hpn
  -- raising the Fermi level lowers the positive and raises the negative weight
  have key : ∀ m m', Neutral a b c C D kT m → Neutral a b c C D kT m' → m' ≤ m := by
    intro m m' h h'
    by_contra hlt
    rw [neutral_iff] at h h'
    have h1 := boltz_strictAnti hT (show a + m < a + m' by linarith)
    have h2 := boltz_strictAnti hT (show c - m' < c - m by linarith)
    linarith [mul_pos hA (sub_pos.2 h1), mul_pos hG (sub_pos.2 h2)]
  exact ⟨M, hM, fun m' h' => le_antisymm (key _ _ hM h') (key _ _ h' hM)⟩
```

## The bound and the limit

In `pinning_bound`, `key` treats D ≥ 0. Its part `low` excludes levels below (c − a)/2; `h1` and `h2` compare w₊ and w₀ with w*, and `gap_le` takes the logarithm. The final case split on the sign of D applies `neutral_reflect` when D ≤ 0.

```lean
/-- For `2b ≥ a + c`, `|D| < C` and `kT > 0`, the neutral Fermi level lies within
`kT ln ((C + 2|D|) / (C - |D|))` of `(c - a) / 2`. -/
theorem pinning_bound (hT : 0 < kT) (hD : |D| < C) (hU : a + c ≤ 2 * b)
    (h : Neutral a b c C D kT m) :
    |m - (c - a) / 2| ≤ kT * Real.log ((C + 2 * |D|) / (C - |D|)) := by
  have key : ∀ a c D m : ℝ, 0 ≤ D → D < C → a + c ≤ 2 * b → Neutral a b c C D kT m →
      0 ≤ m - (c - a) / 2 ∧
        m - (c - a) / 2 ≤ kT * Real.log ((C + 2 * D) / (C - D)) := by
    intro a c D m h0 hC hU h
    rw [neutral_iff] at h
    have low : 0 ≤ m - (c - a) / 2 := by
      by_contra hlt
      have h1 := boltz_strictAnti hT (show a + m < c - m by linarith)
      have h2 := mul_pos (show 0 < C by linarith) (sub_pos.2 h1)
      have h3 := mul_nonneg h0 (add_pos (add_pos (boltz_pos kT (a + m)) (boltz_pos kT b))
        (boltz_pos kT (c - m))).le
      linarith
    refine ⟨low, ?_⟩
    -- compare all weights with the one at the mean energy of the charged states
    have h1 := (boltz_strictAnti hT).antitone (show (a + c) / 2 ≤ a + m by linarith)
    have h2 := (boltz_strictAnti hT).antitone (show (a + c) / 2 ≤ b by linarith)
    have h3 := mul_nonneg (show 0 ≤ C + D by linarith) (sub_nonneg.2 h1)
    have h4 := mul_nonneg h0 (sub_nonneg.2 h2)
    have h5 := gap_le (E := (a + c) / 2) (E' := c - m) hT (show 0 < C - D by linarith)
      (show 0 < C + 2 * D by linarith) (by linarith)
    linarith
  obtain ⟨hD1, hD2⟩ := abs_lt.1 hD
  rcases le_total 0 D with h0 | h0
  · obtain ⟨h1, h2⟩ := key a c D m h0 hD2 hU h
    rw [abs_of_nonneg h0, abs_of_nonneg h1]
    exact h2
  · obtain ⟨h1, h2⟩ := key c a (-D) (-m) (by linarith) (by linarith) (by linarith)
      (neutral_reflect h)
    rw [abs_of_nonpos h0, abs_le]
    constructor <;> linarith
```

The passage to zero temperature is a squeeze between two functions linear in kT. The filter `𝓝[>] 0` expresses approach from positive values only.

```lean
/-- A level that stays between two multiples of `kT` around `x` tends to `x` as `kT`
tends to zero from above. -/
theorem tendsto_of_thermal_bounds {μ : ℝ → ℝ} {x L K : ℝ}
    (h : ∀ t, 0 < t → t * L ≤ μ t - x ∧ μ t - x ≤ t * K) :
    Tendsto μ (𝓝[>] 0) (𝓝 x) := by
  have hl : ∀ L : ℝ, Tendsto (fun t : ℝ => x + t * L) (𝓝[>] 0) (𝓝 x) := by
    intro L
    have hc : Continuous (fun t : ℝ => x + t * L) := by fun_prop
    have h2 : Tendsto (fun t : ℝ => x + t * L) (𝓝 0) (𝓝 (x + 0 * L)) := hc.tendsto 0
    rw [zero_mul, add_zero] at h2
    exact h2.mono_left nhdsWithin_le_nhds
  refine tendsto_of_tendsto_of_tendsto_of_le_of_le' (hl L) (hl K) ?_ ?_
  · filter_upwards [self_mem_nhdsWithin] with t ht
    linarith [(h t ht).1]
  · filter_upwards [self_mem_nhdsWithin] with t ht
    linarith [(h t ht).2]
```

The main theorem combines these results. In words: if |D| < C and a + c ≤ 2b, there is a function μ such that, for every kT > 0, a level m is neutral exactly when m = μ(kT), and μ(kT) tends to (c − a)/2 as kT → 0⁺. The equivalence contains both existence and uniqueness. The parameters a, b, c, C and D stay fixed during the limit, so temperature-dependent energies or doping lie beyond the statement. The proof selects μ with `choose!` and uses the bound on both sides.

```lean
/-- For `|D| < C` and `2b ≥ a + c`, neutrality fixes a unique Fermi level at each `kT > 0`,
and this level tends to `(c - a) / 2` as `kT` tends to zero. -/
theorem fermi_level_pinning (hD : |D| < C) (hU : a + c ≤ 2 * b) :
    ∃ μ : ℝ → ℝ, (∀ kT, 0 < kT → ∀ m, Neutral a b c C D kT m ↔ m = μ kT) ∧
      Tendsto μ (𝓝[>] 0) (𝓝 ((c - a) / 2)) := by
  have hex : ∀ kT : ℝ, 0 < kT → ∃ M : ℝ, ∀ m, Neutral a b c C D kT m ↔ m = M := by
    intro kT hT
    obtain ⟨M, hM, hu⟩ := existsUnique_neutral a b c hT hD
    exact ⟨M, fun m => ⟨hu m, fun e => by rw [e]; exact hM⟩⟩
  choose! μ hμ using hex
  refine ⟨μ, hμ, tendsto_of_thermal_bounds
    (L := -Real.log ((C + 2 * |D|) / (C - |D|)))
    (K := Real.log ((C + 2 * |D|) / (C - |D|))) ?_⟩
  intro t ht
  obtain ⟨h1, h2⟩ := abs_le.1 (pinning_bound ht hD hU ((hμ t ht (μ t)).2 rfl))
  exact ⟨by linarith, h2⟩
```

The last theorem treats the ordering 2b ≤ a + c. It takes any function μ that gives a neutral level at each kT > 0; by `existsUnique_neutral` such a function exists. The inequalities `low` and `high` are the two bounds derived above for D > 0, with `up` containing the case distinction at m = c − b. Negative doping again follows by reflection.

```lean
/-- For `2b ≤ a + c` and `|D| < C`, the neutral Fermi level tends, as `kT` tends to zero,
to `c - b` if `D > 0` and to `b - a` if `D < 0`. -/
theorem fermi_level_of_stable_neutral {μ : ℝ → ℝ} (hD : |D| < C) (hU : 2 * b ≤ a + c)
    (h : ∀ kT, 0 < kT → Neutral a b c C D kT (μ kT)) :
    (0 < D → Tendsto μ (𝓝[>] 0) (𝓝 (c - b))) ∧
      (D < 0 → Tendsto μ (𝓝[>] 0) (𝓝 (b - a))) := by
  have key : ∀ (a c D : ℝ) (μ : ℝ → ℝ), 0 < D → D < C → 2 * b ≤ a + c →
      (∀ kT, 0 < kT → Neutral a b c C D kT (μ kT)) →
      Tendsto μ (𝓝[>] 0) (𝓝 (c - b)) := by
    intro a c D μ h0 hC hU h
    have hG : 0 < C - D := by linarith
    refine tendsto_of_thermal_bounds (L := -Real.log ((C - D) / D))
      (K := Real.log ((C + 2 * D) / (C - D))) ?_
    intro t ht
    have hn := neutral_iff.1 (h t ht)
    have hw := mul_pos h0 (boltz_pos t b)
    have hp := mul_pos (show 0 < C + D by linarith) (boltz_pos t (a + μ t))
    have low := gap_le (E := c - μ t) (E' := b) ht h0 hG (by linarith)
    have up : (C - D) * boltz t (c - μ t) ≤ (C + 2 * D) * boltz t b := by
      rcases le_total (μ t) (c - b) with hm | hm
      · have h1 := (boltz_strictAnti ht).antitone (show b ≤ c - μ t by linarith)
        linarith [mul_nonneg hG.le (sub_nonneg.2 h1)]
      · have h1 := (boltz_strictAnti ht).antitone (show b ≤ a + μ t by linarith)
        linarith [mul_nonneg (show 0 ≤ C + D by linarith) (sub_nonneg.2 h1)]
    have high := gap_le ht hG (show 0 < C + 2 * D by linarith) up
    constructor <;> linarith
  obtain ⟨hD1, hD2⟩ := abs_lt.1 hD
  refine ⟨fun h0 => key a c D μ h0 hD2 hU h, fun h0 => ?_⟩
  -- negative doping follows by charge reflection
  have h1 := (key c a (-D) (fun t => -μ t) (by linarith) (by linarith) (by linarith)
    (fun t ht => neutral_reflect (h t ht))).neg
  simpa using h1

end

end FrozenDefectFermiLevel
```

```lean
#print axioms FrozenDefectFermiLevel.fermi_level_pinning
-- 'FrozenDefectFermiLevel.fermi_level_pinning' depends on axioms: [propext, Classical.choice, Quot.sound]
#print axioms FrozenDefectFermiLevel.fermi_level_of_stable_neutral
-- 'FrozenDefectFermiLevel.fermi_level_of_stable_neutral' depends on axioms: [propext, Classical.choice, Quot.sound]
```
